# Speed ratio of an ion scattered elastically by a heavier atom at rest

Q: Take an ion of mass 1 moving along a line with velocity 1, and let it hit a resting atom of mass 3. Call the final velocities \(w\) for the ion and \(u\) for the atom. Conservation gives \(1 = w + 3u\) and \(1 = w^2 + 3u^2\). Eliminating \(u\) leaves \(4w^2 - 2w - 2 = 0\), so \(w = -\tfrac12\) or \(w = 1\). The first is a bounce and the second is a miss. How can one formula with one sign of the square root describe both?

A: The scattering angle separates them. The bounce has angle \(\pi\) and speed ratio \(\tfrac12\); the miss has angle \(0\) and speed ratio \(1\). If you fix the angle at \(\pi\) and write \(w = -k\) with \(k\) the speed, the equation becomes \(4k^2 + 2k - 2 = 0\), with roots \(\tfrac12\) and \(-1\). The root \(-1\) is the miss again, described as a negative speed in the backward direction. A speed is non-negative, so one root remains. The same thing happens at every angle when the atom is heavier than the ion.

Q: Show me the general derivation, with vectors.

A: Let the ion have mass \(m\) and initial velocity \(v \neq 0\), the atom mass \(M > m > 0\), and let \(a\) be the angle between \(v\) and \(w\). The conservation laws are
\[
m v = m w + M u, \qquad \tfrac{m}{2}\|v\|^2 = \tfrac{m}{2}\|w\|^2 + \tfrac{M}{2}\|u\|^2 .
\]
The first gives \(Mu = m(v-w)\), hence \(M^2\|u\|^2 = m^2\|v-w\|^2\). The second, multiplied by \(2M\), gives \(mM(\|v\|^2 - \|w\|^2) = M^2\|u\|^2\). Equate the two and divide by \(m\):
\[
M\left(\|v\|^2 - \|w\|^2\right) = m\|v-w\|^2 .
\]
The recoil is gone. Now set \(k = \|w\|/\|v\|\), use \(\|v-w\|^2 = \|v\|^2 + \|w\|^2 - 2\|v\|\|w\|\cos a\), and divide by \(\|v\|^2\):
\[
M(1-k^2) = m(1 + k^2 - 2k\cos a),
\]
which rearranges to
\[
(M+m)k^2 - 2m\cos a\, k - (M-m) = 0 .
\]
Its roots are
\[
k = \frac{m\cos a \pm \sqrt{m^2\cos^2 a + M^2 - m^2}}{m+M},
\]
and the expression under the root equals \(M^2 - m^2\sin^2 a\). Because \(M > m\), the square root is larger than \(m|\cos a|\), so the minus sign gives a negative number. Therefore
\[
\frac{\|w\|}{\|v\|} = \frac{m\cos a + \sqrt{M^2 - m^2\sin^2 a}}{m+M} .
\]

Q: I accept that. My doubt is about the formal version. What is a velocity there?

A: A vector in `V`, an arbitrary real inner-product space.

In Lean 4 with Mathlib:

```lean
import Mathlib

open InnerProductGeometry

namespace IonSurfaceScattering

noncomputable section

variable {V : Type*} [NormedAddCommGroup V] [InnerProductSpace ℝ V]
```

The line, the plane and ordinary three-dimensional space are all instances. No coordinates or scattering plane are chosen, and the dimension plays no role in the argument.

Q: And the collision? I see no force and no time evolution.

A: There is none. A collision is a relation between the velocities before and after.

```lean
/-- Momentum and kinetic energy are conserved when an ion of mass `m` goes from velocity `v` to
velocity `w` and an atom of mass `M` goes from rest to velocity `u`. -/
structure ElasticCollision (m M : ℝ) (v w u : V) : Prop where
  momentum : m • v = m • w + M • u
  energy : m / 2 * ‖v‖ ^ 2 = m / 2 * ‖w‖ ^ 2 + M / 2 * ‖u‖ ^ 2
```

The two fields are the conservation laws exactly as I wrote them, non-relativistic and in the laboratory frame. The resting atom appears as the absence of any atomic term on the left-hand sides. "Elastic" means that no energy goes into electronic excitation, charge exchange or anything else besides the two translational motions. The relation also admits the miss, \(w = v\) and \(u = 0\), which does conserve both quantities.

Q: A surface atom is bound to its neighbours and vibrates. Where is that?

A: It is idealised away. The target is one free atom initially at rest, struck once. That is a reasonable picture when the ion's energy is large compared with binding and thermal energies and the encounter is short. Multiple scattering, thermal broadening, inelastic losses and scattering probabilities are all absent.

Q: Then the formula itself.

A: It is given a name, as a function of the two masses and an angle in radians.

```lean
/-- The formula for the ratio of final to initial ion speed at scattering angle `a`, meant for an
ion of mass `m` and a heavier atom of mass `M`. -/
def speedRatio (m M a : ℝ) : ℝ :=
  (m * Real.cos a + Real.sqrt (M ^ 2 - m ^ 2 * Real.sin a ^ 2)) / (m + M)
```

This is only a definition. The connection with collisions has to be proved, and the first step is the elimination of the recoil.

```lean
/-- Eliminating the recoil velocity relates the loss of squared ion speed to the change of
the ion velocity. -/
theorem ElasticCollision.energy_loss {m M : ℝ} {v w u : V} (hm : 0 < m)
    (h : ElasticCollision m M v w u) :
    M * (‖v‖ ^ 2 - ‖w‖ ^ 2) = m * ‖v - w‖ ^ 2 := by
  -- the recoil momentum is the momentum lost by the ion
  have h1 : M • u = m • (v - w) := by
    rw [smul_sub, h.momentum]
    abel
  have h2 := congrArg (fun x : V => ‖x‖ ^ 2) h1
  simp only [norm_smul, mul_pow, Real.norm_eq_abs, sq_abs] at h2
  apply mul_left_cancel₀ hm.ne'
  linear_combination 2 * M * h.energy + h2
```

The line `h1` is \(Mu = m(v-w)\), and `h2` is its squared norm. The final `linear_combination` adds \(2M\) times the energy law to `h2`. The result is the relation we want multiplied by \(m\), which is why \(m\) is cancelled just before.

Q: That shows the relation is necessary. Perhaps it admits outgoing velocities that no collision could produce.

A: It does not, as far as the conservation laws can tell.

```lean
/-- A recoil velocity that conserves momentum and energy exists exactly when the ion
velocities satisfy the energy-loss relation. -/
theorem exists_recoil_iff {m M : ℝ} (hm : 0 < m) (hM : 0 < M) (v w : V) :
    (∃ u, ElasticCollision m M v w u) ↔
      M * (‖v‖ ^ 2 - ‖w‖ ^ 2) = m * ‖v - w‖ ^ 2 := by
  constructor
  · rintro ⟨u, hu⟩
    exact hu.energy_loss hm
  · intro h
    obtain ⟨r, hr⟩ : ∃ r : ℝ, M * r = m := ⟨m / M, by field_simp⟩
    -- momentum conservation dictates the recoil velocity
    refine ⟨r • (v - w), ?_, ?_⟩
    · rw [smul_smul, hr]
      module
    · rw [norm_smul, mul_pow, Real.norm_eq_abs, sq_abs]
      linear_combination r / 2 * h
        - (‖v‖ ^ 2 - ‖w‖ ^ 2 + r * ‖v - w‖ ^ 2) / 2 * hr
```

For the converse, momentum conservation leaves only one candidate, \(u = r(v-w)\) with \(r = m/M\). Its kinetic energy is
\[
\tfrac{M}{2}r^2\|v-w\|^2 = \tfrac{m}{2}\cdot\tfrac{m}{M}\|v-w\|^2 = \tfrac{m}{2}\left(\|v\|^2 - \|w\|^2\right),
\]
where the last step is the assumed relation. That is exactly the energy the ion has lost. The code works with the equation \(Mr = m\) instead of the fraction, so the check becomes polynomial algebra. This theorem assumes positive masses but not \(M > m\).

Q: So the heavier target enters only when you choose the root?

A: Yes, in this lemma.

```lean
/-- For a target heavier than the ion, a non-negative number solves the quadratic equation for the
speed ratio exactly when it equals `speedRatio m M a`. -/
theorem quadratic_iff_speedRatio {m M a k : ℝ} (hm : 0 < m) (hmM : m < M) (hk : 0 ≤ k) :
    (M + m) * k ^ 2 - 2 * m * Real.cos a * k - (M - m) = 0 ↔ k = speedRatio m M a := by
  have hsum : 0 < m + M := by linarith
  have hD : M ^ 2 - m ^ 2 * Real.sin a ^ 2
      = M ^ 2 - m ^ 2 + m ^ 2 * Real.cos a ^ 2 := by
    linear_combination (-m ^ 2) * Real.sin_sq_add_cos_sq a
  have hpos : 0 < M ^ 2 - m ^ 2 := by nlinarith
  unfold speedRatio
  rw [hD, eq_div_iff hsum.ne']
  have hs0 := Real.sqrt_nonneg (M ^ 2 - m ^ 2 + m ^ 2 * Real.cos a ^ 2)
  have hs : Real.sqrt (M ^ 2 - m ^ 2 + m ^ 2 * Real.cos a ^ 2) ^ 2
      = M ^ 2 - m ^ 2 + m ^ 2 * Real.cos a ^ 2 := Real.sq_sqrt (by positivity)
  generalize Real.sqrt (M ^ 2 - m ^ 2 + m ^ 2 * Real.cos a ^ 2) = s at hs0 hs ⊢
  constructor
  · intro h
    -- the other root would be negative
    have hlt : m * Real.cos a < s := by
      by_contra hc
      have h2 := pow_le_pow_left₀ hs0 (not_lt.mp hc) 2
      rw [mul_pow] at h2
      linarith
    have hfac : (k * (m + M) - (m * Real.cos a + s))
        * (k * (m + M) - m * Real.cos a + s) = 0 := by
      linear_combination (M + m) * h - hs
    rcases mul_eq_zero.mp hfac with h1 | h1
    · linarith
    · have h3 : 0 ≤ k * (m + M) := mul_nonneg hk hsum.le
      linarith
  · intro h
    have hne : M + m ≠ 0 := by linarith
    apply mul_left_cancel₀ hne
    linear_combination (k * (m + M) - m * Real.cos a + s) * h + hs
```

It says that a number \(k \ge 0\) solves the quadratic exactly when it equals `speedRatio m M a`. The proof calls the square root \(s\) and keeps two facts about it: \(s \ge 0\) and \(s^2 = M^2 - m^2 + m^2\cos^2 a\). If \(s \le m\cos a\) held, squaring would give \(s^2 \le m^2\cos^2 a\), which contradicts \(M > m\). Hence \(m\cos a < s\). Multiplying the quadratic by \(M+m\) and completing the square gives the product
\[
\bigl(k(m+M) - m\cos a - s\bigr)\bigl(k(m+M) - m\cos a + s\bigr) = 0 .
\]
The second factor is positive, so the first vanishes, and that is the formula. The other direction runs the same factorisation backwards.

Q: What goes wrong for a lighter target?

A: The angle no longer fixes the speed. For \(M < m\), the ion cannot be deflected beyond the acute angle whose sine is \(M/m\), and at each non-zero angle below that limit two positive speeds are possible. Equal masses are a borderline case: the quadratic reduces to \(k(k - \cos a) = 0\), so the ion either stops dead, and then has no scattering angle, or leaves at an angle below \(90^\circ\) with \(k = \cos a\). The hypothesis \(M > m\) describes light projectiles on heavier surface atoms, such as helium ions on a metal.

Q: Now join the pieces. I want to see that the angle in the theorem is the one between the actual velocities.

A: It is `angle v w`, the unoriented angle between 0 and \(\pi\), as a detector position relative to the incident beam would define it. The azimuth around the beam does not enter.

```lean
/-- An outgoing ion velocity is compatible with an elastic collision with a heavier resting
atom exactly when its speed ratio is the one prescribed at its scattering angle. -/
theorem exists_recoil_iff_speedRatio {m M : ℝ} {v : V} (hm : 0 < m) (hmM : m < M)
    (hv : v ≠ 0) (w : V) :
    (∃ u, ElasticCollision m M v w u) ↔ ‖w‖ / ‖v‖ = speedRatio m M (angle v w) := by
  have hv' : ‖v‖ ≠ 0 := norm_ne_zero_iff.mpr hv
  rw [exists_recoil_iff hm (hm.trans hmM),
    ← quadratic_iff_speedRatio hm hmM (by positivity),
    norm_sub_sq_real, ← cos_angle_mul_norm_mul_norm]
  obtain ⟨k, hk⟩ : ∃ k, k = ‖w‖ / ‖v‖ := ⟨_, rfl⟩
  have hw : ‖w‖ = k * ‖v‖ := by
    rw [hk, div_mul_cancel₀ _ hv']
  rw [← hk, hw]
  constructor
  · intro h
    apply mul_left_cancel₀ (pow_ne_zero 2 hv')
    linear_combination -h
  · intro h
    linear_combination (-‖v‖ ^ 2) * h
```

The proof replaces the existence of a recoil by the energy-loss relation, and the formula by the quadratic. It then expands \(\|v-w\|^2\) with the cosine of the angle, writes \(\|w\| = k\|v\|\), and cancels \(\|v\|^2\), which is allowed because \(v \neq 0\). These are the steps we did by hand.

Q: If \(w = 0\), there is no angle. Did you assume that away?

A: No assumption is needed. A stopped ion would require \(M\|v\|^2 = m\|v\|^2\), which is impossible for \(M > m\). Mathlib assigns the angle \(\pi/2\) to a zero vector, and there the formula gives a positive ratio, so both sides of the equivalence are false.

Q: And the statement I would actually quote?

A: It is one direction of that equivalence, with the formula written out.

```lean
/-- An ion scattered elastically by a heavier resting atom has the final-to-initial speed
ratio `(m cos a + √(M² - m² sin² a)) / (m + M)`, where `a` is the scattering angle. -/
theorem ElasticCollision.speed_ratio {m M : ℝ} {v w u : V} (hm : 0 < m) (hmM : m < M)
    (hv : v ≠ 0) (h : ElasticCollision m M v w u) :
    ‖w‖ / ‖v‖ = (m * Real.cos (angle v w)
      + Real.sqrt (M ^ 2 - m ^ 2 * Real.sin (angle v w) ^ 2)) / (m + M) :=
  (exists_recoil_iff_speedRatio hm hmM hv w).mp ⟨u, h⟩
```

In words: if \(0 < m < M\), \(v \neq 0\), and \(v, w, u\) satisfy the two conservation laws, then the ratio of final to initial ion speed has the stated value at the angle between \(v\) and \(w\). The recoil velocity appears in the hypothesis but not in the conclusion.

Q: An experimenter knows the ion and wants the atom. Does this help?

A: The energy-loss relation can be solved for \(M\).

```lean
/-- If the ion velocity changes, the mass of the struck atom is determined by the ion mass
and the ion velocities before and after the collision. -/
theorem ElasticCollision.target_mass {m M : ℝ} {v w u : V} (hm : 0 < m) (hvw : v ≠ w)
    (h : ElasticCollision m M v w u) :
    M = m * ‖v - w‖ ^ 2 / (‖v‖ ^ 2 - ‖w‖ ^ 2) := by
  have hE := h.energy_loss hm
  have hd : 0 < ‖v - w‖ := norm_pos_iff.mpr (sub_ne_zero.mpr hvw)
  have hp : 0 < m * ‖v - w‖ ^ 2 := by positivity
  have hne : ‖v‖ ^ 2 - ‖w‖ ^ 2 ≠ 0 := by
    intro h0
    rw [h0, mul_zero] at hE
    linarith
  rw [eq_div_iff hne]
  exact hE
```

In terms of measured quantities, \(\|v-w\|^2\) follows from the two speeds and the scattering angle. This is how ion-scattering spectroscopy can identify surface atoms by mass, within the model of a single elastic collision with a free atom at rest. The condition is \(v \neq w\): an ion that has not changed its velocity carries no information about the target. The proof uses this to show that \(\|v\|^2 - \|w\|^2\) is non-zero before dividing by it. The theorem does not require \(M > m\), since no root has to be selected.

Q: Give me values I can recognise.

A: Straight back, the ratio is \((M-m)/(M+m)\).

```lean
/-- For `M ≥ 0` the formula `speedRatio m M a` takes the value `(M - m) / (M + m)` at `a = π`. -/
theorem speedRatio_pi {m M : ℝ} (hM : 0 ≤ M) :
    speedRatio m M Real.pi = (M - m) / (M + m) := by
  have h : M ^ 2 - m ^ 2 * (0 : ℝ) ^ 2 = M ^ 2 := by ring
  rw [speedRatio, Real.cos_pi, Real.sin_pi, h, Real.sqrt_sq hM]
  ring
```

With \(\cos\pi = -1\) and \(\sin\pi = 0\), the square root is \(\sqrt{M^2} = M\), which is where \(M \ge 0\) is used. For masses 1 and 3 this gives the \(\tfrac12\) you found at the start. At a right angle the same fraction appears, but for the square of the ratio.

```lean
/-- At scattering angle `π / 2` the square of the speed ratio is `(M - m) / (M + m)`. -/
theorem speedRatio_pi_div_two_sq {m M : ℝ} (hm : 0 < m) (hmM : m < M) :
    speedRatio m M (Real.pi / 2) ^ 2 = (M - m) / (M + m) := by
  have hM : 0 < M := hm.trans hmM
  have h : 0 ≤ M ^ 2 - m ^ 2 * (1 : ℝ) ^ 2 := by nlinarith
  rw [speedRatio, Real.cos_pi_div_two, Real.sin_pi_div_two, mul_zero, zero_add, div_pow,
    Real.sq_sqrt h, div_eq_div_iff (by positivity) (by positivity)]
  ring
```

This theorem assumes \(0 < m < M\), which makes \(M^2 - m^2\), the expression under the root, positive. Since \(\cos(\pi/2) = 0\), the squared ratio is \((M^2 - m^2)/(m+M)^2\), and one factor \(m+M\) cancels. Since kinetic energy goes as speed squared, \((M-m)/(M+m)\) is the fraction of its energy that the ion keeps at \(90^\circ\). At \(180^\circ\) it keeps the square of that fraction.

Q: Is there a concrete collision in more than one dimension that satisfies your definition?

A: Here is one in the plane, with masses 3 and 5 and a right-angle deflection.

```lean
/-- In the plane, an ion of mass 3 with velocity `(2, 0)` leaves an atom of mass 5 with
velocity `(0, 1)`, and the atom recoils with velocity `(6/5, -3/5)`. -/
theorem elasticCollision_witness :
    ElasticCollision (V := EuclideanSpace ℝ (Fin 2)) 3 5
      !₂[2, 0] !₂[0, 1] !₂[6 / 5, -3 / 5] := by
  constructor
  · ext i
    fin_cases i <;> simp <;> norm_num
  · simp only [EuclideanSpace.norm_sq_eq, Fin.sum_univ_two]
    simp
    norm_num

end

end IonSurfaceScattering
```

The momentum before is \((6, 0)\), and afterwards it is \((0, 3) + (6, -3)\). The energy before is \(6\), and afterwards it is \(\tfrac32 + \tfrac92\). The speed falls from 2 to 1, so the squared ratio is \(\tfrac14\), in agreement with \((5-3)/(5+3)\). The proof checks the momentum component by component and then the energy from the sums of squares.

```lean
#print axioms IonSurfaceScattering.ElasticCollision.speed_ratio
#print axioms IonSurfaceScattering.ElasticCollision.target_mass
#print axioms IonSurfaceScattering.speedRatio_pi
#print axioms IonSurfaceScattering.speedRatio_pi_div_two_sq
```

```
'IonSurfaceScattering.ElasticCollision.speed_ratio' depends on axioms: [propext, Classical.choice, Quot.sound]
'IonSurfaceScattering.ElasticCollision.target_mass' depends on axioms: [propext, Classical.choice, Quot.sound]
'IonSurfaceScattering.speedRatio_pi' depends on axioms: [propext, Classical.choice, Quot.sound]
'IonSurfaceScattering.speedRatio_pi_div_two_sq' depends on axioms: [propext, Classical.choice, Quot.sound]
```

Q: I would have used the centre-of-mass frame. Would that have changed anything?

A: It would change what is assumed and what is derived. In that frame an elastic collision only turns the relative velocity, so the definition could say that, for some unit vector \(n\),
\[
w = \frac{m v + M\|v\|\, n}{m+M} .
\]
For positive masses and \(v \neq 0\) this describes the same set of outgoing velocities. Every direction \(n\) gives exactly one \(w\), whichever particle is heavier, so \(M > m\) would not be needed to make the outcome unique. The price is that the angle between \(v\) and \(n\) is in general not the one at which the detector sits. The laboratory angle would have to be computed from \(w\). To express the speed through that angle, one can then solve the same quadratic and choose its root as before. The version here starts from the two conservation laws and states its result in the laboratory angle.
